# In a six-state Zeeman model of a ²P doublet with J = 3/2 above J = 1/2, the M = −3/2 level meets the lower M = 1/2 level when μ_B B is 4/9 of the fine-structure splitting

An atom in a ²P term has two fine-structure levels, $J=1/2$ and $J=3/2$. Here $J=3/2$ is taken to be the higher one; in an inverted doublet, such as the ground term of fluorine, the order is reversed. In a magnetic field both levels split, and the lowest state of the upper group, with $M=-3/2$, descends towards the $M=1/2$ state that started in the lower group. At which field do the two meet? To make the question precise, "a level with magnetic quantum number $M$" has to be defined. Here it is an energy $E$ for which some nonzero state is an eigenvector of the Hamiltonian with eigenvalue $E$ and of $J_z$ with eigenvalue $M$. That the Hamiltonian couples only states of equal $M$ is then computed, not assumed.

With $\hbar=1$ and the field along $z$, the Hamiltonian is

$$H=\tfrac{2D}{3}(\mathbf L\cdot\mathbf S+1)+b(L_z+2S_z),\qquad L=1,\ S=\tfrac12 .$$

Since $\mathbf L\cdot\mathbf S$ is $1/2$ for $J=3/2$ and $-1$ for $J=1/2$, the zero-field energies are $D$ and $0$. So $D$ is the fine-structure splitting, produced by spin-orbit coupling, and $D>0$ puts $J=3/2$ on top. The usual spin-orbit constant is $2D/3$. The letter $b$ denotes the energy $\mu_B B$, not the field itself.

## States and operators

```lean
import Mathlib

open Matrix
open scoped Kronecker

namespace PaschenBackCrossing

noncomputable section

/-- Real amplitudes in the product basis: orbital projection 1, 0, -1 and spin up, down. -/
abbrev State := Fin 3 × Fin 2 → ℝ
```

A state is a list of six real amplitudes $v(i,j)$. The index $i=0,1,2$ stands for $m_L=1,0,-1$, and $j=0,1$ for spin up and down; Lean counts from zero. Real amplitudes suffice because the matrices, $E$ and $M$ are all real: the real and imaginary parts of a complex common eigenvector obey the same equations, and at least one of them is nonzero.

```lean
/-- The z component of the orbital angular momentum L = 1. -/
def Lz : Matrix (Fin 3) (Fin 3) ℝ := !![1, 0, 0; 0, 0, 0; 0, 0, -1]
```

This is $L_z=\mathrm{diag}(1,0,-1)$. The notation `!![...]` lists a matrix row by row.

```lean
/-- The raising operator of L = 1; its transpose is the lowering operator. -/
def Lp : Matrix (Fin 3) (Fin 3) ℝ := !![0, √2, 0; 0, 0, √2; 0, 0, 0]
```

`Lp` is $L_+$, with the matrix elements $\sqrt2$ of $L=1$.

```lean
/-- The z component of the spin S = 1/2. -/
def Sz : Matrix (Fin 2) (Fin 2) ℝ := !![1 / 2, 0; 0, -1 / 2]
```

This is $S_z=\mathrm{diag}(1/2,-1/2)$.

```lean
/-- The raising operator of S = 1/2; its transpose is the lowering operator. -/
def Sp : Matrix (Fin 2) (Fin 2) ℝ := !![0, 1; 0, 0]
```

`Sp` is $S_+$, which turns spin down into spin up.

```lean
/-- The product L·S, written with ladder operators. -/
def spinOrbit : Matrix (Fin 3 × Fin 2) (Fin 3 × Fin 2) ℝ :=
  Lz ⊗ₖ Sz + (1 / 2 : ℝ) • (Lp ⊗ₖ Spᵀ + Lpᵀ ⊗ₖ Sp)
```

The symbol `⊗ₖ` is the Kronecker product, `ᵀ` the transpose and `•` multiplication by a number. The definition reads $\mathbf L\cdot\mathbf S=L_zS_z+\tfrac12(L_+S_-+L_-S_+)$.

```lean
/-- Fine structure plus Zeeman energy, (2D/3)(L·S + 1) + b(Lz + 2Sz). -/
def hamiltonian (D b : ℝ) : Matrix (Fin 3 × Fin 2) (Fin 3 × Fin 2) ℝ :=
  (2 * D / 3) • (spinOrbit + 1) + b • (Lz ⊗ₖ 1 + (2 : ℝ) • (1 ⊗ₖ Sz))
```

This is $H$ as displayed above, with orbital and spin $g$-factors 1 and 2. The step from this matrix to a real atom neglects the small excess of the electron's spin $g$-factor over 2, and it assumes that the ²P term is isolated and feels nothing else: no hyperfine coupling, no diamagnetic term, no mixing with other terms.

```lean
/-- The z component of the total angular momentum, Lz + Sz. -/
def Jz : Matrix (Fin 3 × Fin 2) (Fin 3 × Fin 2) ℝ := Lz ⊗ₖ 1 + 1 ⊗ₖ Sz
```

This is $J_z=L_z+S_z$.

## Levels and branches

```lean
/-- `E` is a level with magnetic quantum number `M`: some nonzero state is an eigenvector of
the Hamiltonian with eigenvalue `E` and of Jz with eigenvalue `M`. -/
def IsLevel (D b M E : ℝ) : Prop :=
  ∃ v : State, v ≠ 0 ∧ hamiltonian D b *ᵥ v = E • v ∧ Jz *ᵥ v = M • v
```

`IsLevel D b M E` is a proposition, the Lean form of the definition of a level given at the start. The symbol `*ᵥ` applies a matrix to a vector, and `∧` means "and".

```lean
/-- The square root √(b² + 2Db/3 + D²). -/
def gap (D b : ℝ) : ℝ := √(b ^ 2 + 2 * D * b / 3 + D ^ 2)
```

Write $R$ for this square root, $R=\sqrt{b^2+2Db/3+D^2}$. It is called `gap` because it is the separation of the two $M=1/2$ branches.

```lean
/-- The lower M = 1/2 branch. -/
def lowerHalf (D b : ℝ) : ℝ := (D + b - gap D b) / 2
```

The lower branch is $(D+b-R)/2$.

```lean
/-- The upper M = 1/2 branch. -/
def upperHalf (D b : ℝ) : ℝ := (D + b + gap D b) / 2
```

The upper branch is $(D+b+R)/2$. At this stage both are only formulas; their link to $H$ is proved below.

## The action on six amplitudes

```lean
/-- Two states with the same six amplitudes are equal. -/
lemma state_ext {u w : State} (h1 : u (0, 0) = w (0, 0)) (h2 : u (0, 1) = w (0, 1))
    (h3 : u (1, 0) = w (1, 0)) (h4 : u (1, 1) = w (1, 1))
    (h5 : u (2, 0) = w (2, 0)) (h6 : u (2, 1) = w (2, 1)) : u = w := by
  funext ⟨i, j⟩
  fin_cases i <;> fin_cases j <;> assumption
```

Two states are equal if their six amplitudes agree. The proof goes through the index pairs one by one.

```lean
/-- The Hamiltonian acting on the six amplitudes: only amplitudes of equal M are coupled. -/
theorem hamiltonian_mulVec (D b : ℝ) (v : State) :
    (hamiltonian D b *ᵥ v) (0, 0) = (D + 2 * b) * v (0, 0) ∧
    (hamiltonian D b *ᵥ v) (0, 1) = D / 3 * v (0, 1) + √2 * D / 3 * v (1, 0) ∧
    (hamiltonian D b *ᵥ v) (1, 0) = √2 * D / 3 * v (0, 1) + (2 * D / 3 + b) * v (1, 0) ∧
    (hamiltonian D b *ᵥ v) (1, 1) = (2 * D / 3 - b) * v (1, 1) + √2 * D / 3 * v (2, 0) ∧
    (hamiltonian D b *ᵥ v) (2, 0) = √2 * D / 3 * v (1, 1) + D / 3 * v (2, 0) ∧
    (hamiltonian D b *ᵥ v) (2, 1) = (D - 2 * b) * v (2, 1) := by
  have h1 : (1 : Matrix (Fin 3 × Fin 2) (Fin 3 × Fin 2) ℝ)
      = (1 : Matrix (Fin 3) (Fin 3) ℝ) ⊗ₖ (1 : Matrix (Fin 2) (Fin 2) ℝ) :=
    Matrix.one_kronecker_one.symm
  rw [hamiltonian, h1]
  simp only [spinOrbit, Lz, Lp, Sz, Sp, Matrix.mulVec, dotProduct, Fintype.sum_prod_type,
    Fin.sum_univ_three, Fin.sum_univ_two, Matrix.add_apply, Matrix.smul_apply, smul_eq_mul,
    Matrix.kroneckerMap_apply, Matrix.transpose_apply, Matrix.one_fin_two,
    Matrix.one_fin_three, Matrix.of_apply, Matrix.cons_val', Matrix.cons_val_zero,
    Matrix.cons_val_one, Matrix.cons_val_fin_one, Matrix.cons_val]
  refine ⟨?_, ?_, ?_, ?_, ?_, ?_⟩ <;> ring
```

The theorem writes out $Hv$. The amplitudes $v(0,0)$ and $v(2,1)$ stand alone, with energies $D+2b$ and $D-2b$. The pair with $M=1/2$, namely $x=v(0,1)$ and $y=v(1,0)$, is governed by

$$\begin{pmatrix} D/3 & c\\ c & 2D/3+b\end{pmatrix},\qquad c=\frac{\sqrt2\,D}{3}.$$

For example, $m_L=1$ with spin down has $L_zS_z=-1/2$, which gives $\tfrac{2D}{3}\cdot\tfrac12=D/3$, and its Zeeman energy $b(1-1)$ vanishes. The coupling is $\tfrac{2D}{3}\cdot\tfrac12\cdot\sqrt2=c$. In Lean, `simp only` expands the matrix products into sums and `ring` settles the remaining algebra.

```lean
/-- Jz multiplies each of the six amplitudes by its magnetic quantum number M. -/
theorem Jz_mulVec (v : State) :
    (Jz *ᵥ v) (0, 0) = 3 / 2 * v (0, 0) ∧ (Jz *ᵥ v) (0, 1) = 1 / 2 * v (0, 1) ∧
    (Jz *ᵥ v) (1, 0) = 1 / 2 * v (1, 0) ∧ (Jz *ᵥ v) (1, 1) = -1 / 2 * v (1, 1) ∧
    (Jz *ᵥ v) (2, 0) = -1 / 2 * v (2, 0) ∧ (Jz *ᵥ v) (2, 1) = -3 / 2 * v (2, 1) := by
  simp only [Jz, Lz, Sz, Matrix.mulVec, dotProduct, Fintype.sum_prod_type,
    Fin.sum_univ_three, Fin.sum_univ_two, Matrix.add_apply, Matrix.kroneckerMap_apply,
    Matrix.one_fin_two, Matrix.one_fin_three, Matrix.of_apply, Matrix.cons_val',
    Matrix.cons_val_zero, Matrix.cons_val_one, Matrix.cons_val_fin_one, Matrix.cons_val]
  refine ⟨?_, ?_, ?_, ?_, ?_, ?_⟩ <;> ring
```

In the same way, $J_z$ multiplies each amplitude by its own $m_L+m_S$.

## The M = −3/2 level

```lean
/-- The only energy with M = -3/2 is D - 2b. -/
theorem isLevel_neg_three_halves (D b E : ℝ) :
    IsLevel D b (-3 / 2) E ↔ E = D - 2 * b := by
  constructor
  · rintro ⟨v, hv, hH, hJ⟩
    have h := hamiltonian_mulVec D b v
    have j := Jz_mulVec v
    simp only [hH, Pi.smul_apply, smul_eq_mul] at h
    simp only [hJ, Pi.smul_apply, smul_eq_mul] at j
    obtain ⟨j1, j2, j3, j4, j5, -⟩ := j
    -- all amplitudes with another M vanish, so the last one does not
    have z6 : v (2, 1) ≠ 0 := fun z6 => hv (state_ext (by simp; linarith) (by simp; linarith)
      (by simp; linarith) (by simp; linarith) (by simp; linarith) z6)
    exact mul_right_cancel₀ z6 h.2.2.2.2.2
  · rintro rfl
    obtain ⟨v, e1, e2, e3, e4, e5, e6⟩ : ∃ v : State, v (0, 0) = 0 ∧ v (0, 1) = 0 ∧
        v (1, 0) = 0 ∧ v (1, 1) = 0 ∧ v (2, 0) = 0 ∧ v (2, 1) = 1 :=
      ⟨fun p => !![0, 0; 0, 0; 0, 1] p.1 p.2, rfl, rfl, rfl, rfl, rfl, rfl⟩
    obtain ⟨h1, h2, h3, h4, h5, h6⟩ := hamiltonian_mulVec D b v
    obtain ⟨j1, j2, j3, j4, j5, j6⟩ := Jz_mulVec v
    refine ⟨v, fun hv => one_ne_zero (e6.symm.trans (congrFun hv (2, 1))), ?_, ?_⟩ <;>
      apply state_ext <;>
      simp only [Pi.smul_apply, smul_eq_mul, h1, h2, h3, h4, h5, h6, j1, j2, j3, j4, j5, j6,
        e1, e2, e3, e4, e5, e6] <;> ring
```

The arrow `↔` means "if and only if", so the proof has two halves.

Suppose $v$ is a common eigenvector with $M=-3/2$. An amplitude whose own quantum number is $m$ satisfies $m\,v(i,j)=-\tfrac32v(i,j)$, so it vanishes unless $m=-3/2$. Only $v(2,1)$ can survive, and it must be nonzero because $v$ is. Cancelling it from $E\,v(2,1)=(D-2b)\,v(2,1)$ gives $E=D-2b$; the cancellation is `mul_right_cancel₀`.

Conversely, the state with $v(2,1)=1$ and all other amplitudes zero has this energy. The theorem holds for all real $D$ and $b$.

## The two M = 1/2 levels

```lean
/-- For D > 0 the energies with M = 1/2 are the roots of E² - (D + b)E + Db/3. -/
theorem isLevel_half_iff_secular {D : ℝ} (hD : 0 < D) (b E : ℝ) :
    IsLevel D b (1 / 2) E ↔ E ^ 2 - (D + b) * E + D * b / 3 = 0 := by
  have hs : √2 * D / 3 * (√2 * D / 3) = 2 * D ^ 2 / 9 := by
    have h2 : √2 ^ 2 = (2 : ℝ) := Real.sq_sqrt (by norm_num)
    linear_combination D ^ 2 / 9 * h2
  constructor
  · rintro ⟨v, hv, hH, hJ⟩
    have h := hamiltonian_mulVec D b v
    have j := Jz_mulVec v
    simp only [hH, Pi.smul_apply, smul_eq_mul] at h
    simp only [hJ, Pi.smul_apply, smul_eq_mul] at j
    obtain ⟨-, h2, h3, -, -, -⟩ := h
    obtain ⟨j1, -, -, j4, j5, j6⟩ := j
    -- eliminate either of the two coupled amplitudes
    have hx : (E ^ 2 - (D + b) * E + D * b / 3) * v (0, 1) = 0 := by
      linear_combination (E - 2 * D / 3 - b) * h2 + √2 * D / 3 * h3 + v (0, 1) * hs
    have hy : (E ^ 2 - (D + b) * E + D * b / 3) * v (1, 0) = 0 := by
      linear_combination (E - D / 3) * h3 + √2 * D / 3 * h2 + v (1, 0) * hs
    by_contra hp
    exact hv (state_ext (by simp; linarith) ((mul_eq_zero.1 hx).resolve_left hp)
      ((mul_eq_zero.1 hy).resolve_left hp) (by simp; linarith) (by simp; linarith)
      (by simp; linarith))
  · intro hp
    have hc : √2 * D / 3 ≠ 0 := by positivity
    obtain ⟨v, e1, e2, e3, e4, e5, e6⟩ : ∃ v : State, v (0, 0) = 0 ∧ v (0, 1) = √2 * D / 3 ∧
        v (1, 0) = E - D / 3 ∧ v (1, 1) = 0 ∧ v (2, 0) = 0 ∧ v (2, 1) = 0 :=
      ⟨fun p => !![0, √2 * D / 3; E - D / 3, 0; 0, 0] p.1 p.2, rfl, rfl, rfl, rfl, rfl, rfl⟩
    obtain ⟨h1, h2, h3, h4, h5, h6⟩ := hamiltonian_mulVec D b v
    obtain ⟨j1, j2, j3, j4, j5, j6⟩ := Jz_mulVec v
    refine ⟨v, fun hv => hc (e2.symm.trans (congrFun hv (0, 1))), ?_, ?_⟩ <;>
      apply state_ext <;>
      simp only [Pi.smul_apply, smul_eq_mul, h1, h2, h3, h4, h5, h6, j1, j2, j3, j4, j5, j6,
        e1, e2, e3, e4, e5, e6] <;> linarith
```

When $J_z$ has eigenvalue $1/2$, only $x$ and $y$ can be nonzero, and

$$(E-\tfrac D3)\,x=c\,y,\qquad (E-\tfrac{2D}3-b)\,y=c\,x .$$

Multiply the first equation by $E-\tfrac{2D}3-b$ and insert the second. With $c^2=2D^2/9$, which is `hs` in the code, this gives

$$\left[E^2-(D+b)E+\tfrac{Db}{3}\right]x=0 .$$

Eliminating $x$ instead gives the same factor times $y$. These are `hx` and `hy`. If the bracket were nonzero, $x$ and $y$ would both vanish and the state would be zero.

For the converse, each root $E$ has the explicit eigenvector $x=c$, $y=E-D/3$. It is not normalised; the normalised amplitudes are these two divided by $\sqrt{c^2+(E-D/3)^2}$. The assumption $D>0$ serves here to make $c$, and hence the vector, nonzero.

```lean
/-- The square of the gap is b² + 2Db/3 + D², for all real D and b. -/
lemma gap_sq (D b : ℝ) : gap D b ^ 2 = b ^ 2 + 2 * D * b / 3 + D ^ 2 :=
  Real.sq_sqrt (by nlinarith [sq_nonneg (b + D / 3), sq_nonneg D])
```

This says $R^2=b^2+2Db/3+D^2$. The expression under the root equals $(b+D/3)^2+8D^2/9$ and is never negative, so the lemma holds for all real $D$ and $b$.

```lean
/-- For D > 0 the energies with M = 1/2 are exactly the lower and the upper branch. -/
theorem isLevel_half {D : ℝ} (hD : 0 < D) (b E : ℝ) :
    IsLevel D b (1 / 2) E ↔ E = lowerHalf D b ∨ E = upperHalf D b := by
  have hf : E ^ 2 - (D + b) * E + D * b / 3 = (E - lowerHalf D b) * (E - upperHalf D b) := by
    unfold lowerHalf upperHalf
    linear_combination (1 / 4) * gap_sq D b
  rw [isLevel_half_iff_secular hD, hf, mul_eq_zero, sub_eq_zero, sub_eq_zero]
```

The quadratic formula gives

$$E=\frac{D+b\pm\sqrt{(D+b)^2-4Db/3}}{2}=\frac{D+b\pm R}{2}.$$

Lean factorises the quadratic into $(E-E_-)(E-E_+)$, where $E_\mp$ are the lower and upper branches, and uses that a product vanishes only if one factor does.

## Order and crossing

```lean
/-- For D, b > 0 the energy D - 2b lies above the lower M = 1/2 branch exactly when b < 4D/9,
and it lies below the upper branch. -/
theorem level_order {D b : ℝ} (hD : 0 < D) (hb : 0 < b) :
    (lowerHalf D b < D - 2 * b ↔ b < 4 * D / 9) ∧ D - 2 * b < upperHalf D b := by
  have hR := gap_sq D b
  have h0 : 0 ≤ gap D b := Real.sqrt_nonneg _
  unfold lowerHalf upperHalf
  refine ⟨⟨fun h => ?_, fun h => ?_⟩, ?_⟩
  · by_contra hn
    have hn' := not_lt.1 hn
    have : gap D b ≤ 5 * b - D := abs_le_of_sq_le_sq' (by
      nlinarith [mul_nonneg hb.le (sub_nonneg.2 hn')]) (by linarith) |>.2
    linarith
  · have : 5 * b - D < gap D b := lt_of_pow_lt_pow_left₀ 2 h0 (by
      nlinarith [mul_pos hb (sub_pos.2 h)])
    linarith
  · have : D < gap D b := lt_of_pow_lt_pow_left₀ 2 h0 (by
      nlinarith [mul_pos hD hb, mul_pos hb hb])
    linarith
```

The inequality $(D+b-R)/2<D-2b$ is the same as $5b-D<R$. To compare the two sides, subtract their squares:

$$(5b-D)^2-R^2=24\,b\left(b-\tfrac{4D}{9}\right).$$

If $b<4D/9$, this is negative, so $5b-D<R$. If $b\ge 4D/9$, it is not negative, and $5b-D$ is positive, so $R\le 5b-D$. For the upper branch, $R^2-D^2=b^2+2Db/3>0$ gives $R>D>D-5b$, which is $D-2b<(D+b+R)/2$.

```lean
/-- Level crossing: for D, b > 0 an energy E is both a level with M = -3/2 and the lowest level
with M = 1/2 exactly when b = 4D/9 and E = D/9. -/
theorem level_crossing {D b : ℝ} (hD : 0 < D) (hb : 0 < b) (E : ℝ) :
    (IsLevel D b (-3 / 2) E ∧ IsLeast {E' | IsLevel D b (1 / 2) E'} E) ↔
      b = 4 * D / 9 ∧ E = D / 9 := by
  have hR := gap_sq D b
  have h0 : 0 ≤ gap D b := Real.sqrt_nonneg _
  have hl : IsLeast {E' | IsLevel D b (1 / 2) E'} (lowerHalf D b) := by
    refine ⟨(isLevel_half hD b _).2 (Or.inl rfl), fun E' hE' => ?_⟩
    rcases (isLevel_half hD b E').1 hE' with h | h
    · exact h.ge
    · rw [h, lowerHalf, upperHalf]
      linarith
  rw [isLevel_neg_three_halves]
  constructor
  · rintro ⟨e1, h2⟩
    have e2 := h2.unique hl
    rw [lowerHalf] at e2
    have hr : gap D b = 5 * b - D := by linarith
    rw [hr] at hR
    -- squaring leaves b (b - 4D/9) = 0
    have hz : b * (b - 4 * D / 9) = 0 := by linear_combination (1 / 24) * hR
    have hb' := sub_eq_zero.1 ((mul_eq_zero.1 hz).resolve_left hb.ne')
    exact ⟨hb', by linarith⟩
  · rintro ⟨hb', hE⟩
    have hz : (gap D b - 11 * D / 9) * (gap D b + 11 * D / 9) = 0 := by
      linear_combination hR + (b + 10 * D / 9) * hb'
    have hr := (mul_eq_zero.1 hz).resolve_right (by positivity)
    have e2 : E = lowerHalf D b := by
      rw [lowerHalf]
      linarith
    exact ⟨by linarith, e2 ▸ hl⟩

end

end PaschenBackCrossing
```

`IsLeast` says that $E$ belongs to the set of $M=1/2$ energies and that no member lies below it. The theorem therefore speaks of the lowest $M=1/2$ level of $H$ itself, and it gives both the value of $\mu_B B$ at the crossing, $b=4D/9$, and the energy of the two levels there, $E=D/9$.

The proof first shows, as `hl`, that the lower branch is this least energy. If the levels coincide, then $D-2b=(D+b-R)/2$, so $R=5b-D$. Squaring gives $b(b-4D/9)=0$, and $b>0$ leaves $b=4D/9$, whence $E=D-8D/9=D/9$.

Squaring can introduce false solutions, so the converse is checked separately. At $b=4D/9$,

$$R^2=\left(\tfrac{16}{81}+\tfrac{24}{81}+1\right)D^2=\tfrac{121}{81}D^2,$$

so $R=11D/9$, and the lower branch is $\tfrac12\left(\tfrac{13}{9}-\tfrac{11}{9}\right)D=D/9$, equal to $D-2b$.

Within this six-state model, the result is an exact example of a general feature of quantum mechanics: levels that differ in a conserved quantum number can cross as a field is varied.

## How `linear_combination` checks an elimination

The eliminations above are all carried by one tactic. The user says which known equations to multiply by which factors and add; Lean then verifies, by `ring`, that the goal follows identically. In the crossing proof, `hR` has become $(5b-D)^2=b^2+2Db/3+D^2$. The line `linear_combination (1 / 24) * hR` claims that $1/24$ of this equation is the goal $b(b-4D/9)=0$. Indeed, left side minus right side is $24b^2-\tfrac{32}{3}Db$, and dividing by 24 gives $b^2-\tfrac49Db$. Finding the factors is the user's work; a wrong factor makes the tactic fail.

```lean
#print axioms PaschenBackCrossing.level_order
-- 'PaschenBackCrossing.level_order' depends on axioms: [propext, Classical.choice, Quot.sound]
#print axioms PaschenBackCrossing.level_crossing
-- 'PaschenBackCrossing.level_crossing' depends on axioms: [propext, Classical.choice, Quot.sound]
```
